# One-sided projection gives the same trace as the occupied block when H commutes with the projector

Let `H`, `P` and `G` be finite square matrices over a commutative ring, with `P` idempotent and commuting with `H`. The lemma says that tr(HPG) = tr(HPGP) and tr(HGP) = tr(HPG), so projecting `G` on either side alone gives the same trace with `H` as its occupied block PGP. In physical terms `H` is a Hamiltonian and `P` the projector on the occupied states, though neither need be Hermitian, and `G` is arbitrary. For each equality the attempt moves a factor `P` cyclically round the trace, then applies a matrix identity `e` derived from the hypotheses.

The failing Lean file:

```lean
import Mathlib

open Matrix

namespace DensityMatrixResponse

noncomputable section

variable {n R K : Type*} [Fintype n] [DecidableEq n] [CommRing R] [Field K] [CharZero K]

/-- If `H` commutes with the projector `P`, the traces of `H` with `P G` and with `G P`
both reduce to the trace with the occupied block `P G P`. -/
theorem trace_occupied_block {H P : Matrix n n R} (G : Matrix n n R)
    (hP : P * P = P) (hc : H * P = P * H) :
    (H * (P * G)).trace = (H * (P * G * P)).trace ∧
      (H * (G * P)).trace = (H * (P * G)).trace := by
  constructor
  · have e : P * (H * P * G) = H * (P * G) := by
      linear_combination (norm := noncomm_ring) H * hP * G - hc * (P * G)
    have e' : H * (P * G * P) = (H * P * G) * P := by noncomm_ring
    rw [e', Matrix.trace_mul_comm, e]
  · have e : P * (H * G) = H * (P * G) := by
      linear_combination (norm := noncomm_ring) (-1 : Matrix n n R) * hc * G
    rw [← mul_assoc H G P, Matrix.trace_mul_comm, e]

end

end DensityMatrixResponse
```

Lean reports:

```
Main.lean:21:35: error: Tactic `rewrite` failed: Did not find an occurrence of the pattern
  P * (H * P * G)
in the target expression
  (P * G * H).trace = (H * P * G * P).trace

case left
n : Type u_1
R : Type u_2
inst✝² : Fintype n
inst✝¹ : DecidableEq n
inst✝ : CommRing R
H P G : Matrix n n R
hP : P * P = P
hc : H * P = P * H
e : P * (H * P * G) = H * (P * G)
e' : H * (P * G * P) = H * P * G * P
⊢ (P * G * H).trace = (H * P * G * P).trace
```

The error is in the first equality, where the cyclic rewrite acts on the wrong trace. After `rw [e']` the goal is `(H * (P * G)).trace = (H * P * G * P).trace`. Given no arguments, `Matrix.trace_mul_comm` fits the trace of any product, and `rw` settles on the first match, which is the left side. That side becomes `(P * G * H).trace`, while the right side, where `P` was meant to come to the front, stays as it was. The next rewrite, by `e`, looks for `P * (H * P * G)` and doesn't find it, as the message reports.

The repair supplies the arguments `(H * P * G)` and `P`, so that only the right side matches. It turns into `(P * (H * P * G)).trace`, `e` changes this to `(H * (P * G)).trace`, and the two sides agree, which `rw` closes by reflexivity. The second equality can keep the bare lemma because there the trace to be turned is already on the left.

As a diff, the version that Lean accepts:

```diff
@@ -19,5 +19,5 @@
       linear_combination (norm := noncomm_ring) H * hP * G - hc * (P * G)
     have e' : H * (P * G * P) = (H * P * G) * P := by noncomm_ring
-    rw [e', Matrix.trace_mul_comm, e]
+    rw [e', Matrix.trace_mul_comm (H * P * G) P, e]
   · have e : P * (H * G) = H * (P * G) := by
       linear_combination (norm := noncomm_ring) (-1 : Matrix n n R) * hc * G
```
